# Lengthening the edge of an fcc octahedron from n to n + 1 atoms adds (n + 1)² + n² atoms

An octahedral fcc cluster with n atoms along each edge is modelled as a finite set of integer points: those with |x| + |y| + |z| ≤ n − 1 and x + y + z of the same parity as n − 1. The lemma `card_octahedron_succ` says that the cluster with edge n + 1 has (n + 1)² + n² more atoms than the one with edge n, for every natural number n, where n = 0 gives the empty cluster. It is a pure count of sites, with no energies or forces. The proof raises the smaller octahedron by one layer inside the larger one and splits the sites left over by the sign of x. Each part should then be a pair of adjacent facets, which `card_facet_pair` counts, one giving (n + 1)² and the other n².

This version doesn't compile in Lean 4 with Mathlib:

```lean
import Mathlib

open Finset

namespace CardOctahedronSucc

/-- A site of the cubic grid, with integer coordinates `(x, y, z)`. -/
abbrev Site := ℤ × ℤ × ℤ

/-- The fcc octahedron with `n` atoms along each edge: the sites with
`|x| + |y| + |z| ≤ n - 1` and `x + y + z` of the same parity as `n - 1`. -/
noncomputable def octahedron (n : ℕ) : Finset Site :=
  (Icc (-(n : ℤ)) n ×ˢ Icc (-(n : ℤ)) n ×ˢ Icc (-(n : ℤ)) n).filter fun p =>
    |p.1| + |p.2.1| + |p.2.2| ≤ (n : ℤ) - 1 ∧ 2 ∣ p.1 + p.2.1 + p.2.2 - ((n : ℤ) - 1)

/-- A site belongs to the octahedron exactly when it meets the size and parity conditions. -/
theorem mem_octahedron (n : ℕ) (x y z : ℤ) : (x, y, z) ∈ octahedron n ↔
    |x| + |y| + |z| ≤ (n : ℤ) - 1 ∧ 2 ∣ x + y + z - ((n : ℤ) - 1) := by
  simp only [octahedron, mem_filter, mem_product, mem_Icc, Int.abs_eq_natAbs]
  omega

/-- The size of a finite set of sites is the number of its sites with a given property plus the
number without it. -/
private theorem card_split (S : Finset Site) (P : Site → Prop) [DecidablePred P] :
    S.card = (S.filter P).card + (S.filter fun p => ¬ P p).card := by
  simp only [card_filter]
  rw [← sum_add_distrib, card_eq_sum_ones]
  apply sum_congr rfl
  intro p _
  by_cases h : P p <;> simp [h]

/-- Two adjacent facets, `x, y ≥ 0` and `x + y + |z| = n - 1`, hold `n²` sites, and so does
every set `S` that a one-to-one relabelling `e` of all sites matches with them. -/
theorem card_facet_pair (n : ℕ) (S : Finset Site) (e : Site ≃ Site)
    (h : ∀ x y z, e (x, y, z) ∈ S ↔ 0 ≤ x ∧ 0 ≤ y ∧ x + y + |z| = (n : ℤ) - 1) :
    S.card = n ^ 2 := by
  have hsq : (Ico (0 : ℤ) n ×ˢ Ico (0 : ℤ) n).card = n ^ 2 := by
    rw [card_product, Int.card_Ico]
    simp [sq]
  rw [← hsq]
  symm
  -- the facet pair is a folded n by n square
  refine card_bij'
    (fun q _ => e (min q.1 q.2, (n : ℤ) - 1 - max q.1 q.2, q.1 - q.2))
    (fun p _ => (((n : ℤ) - 1 + (e.symm p).1 - (e.symm p).2.1 + (e.symm p).2.2) / 2,
      ((n : ℤ) - 1 + (e.symm p).1 - (e.symm p).2.1 - (e.symm p).2.2) / 2)) ?_ ?_ ?_ ?_
  · rintro ⟨a, b⟩ hab
    have hab' := hab
    simp only [mem_product, mem_Ico] at hab'
    simp only [h, Int.abs_eq_natAbs]
    omega
  · intro p hp
    obtain ⟨⟨x, y, z⟩, rfl⟩ := e.surjective p
    have hp' := (h x y z).1 hp
    rw [Int.abs_eq_natAbs] at hp'
    simp only [Equiv.symm_apply_apply, mem_product, mem_Ico]
    omega
  · rintro ⟨a, b⟩ hab
    simp only [Equiv.symm_apply_apply, Prod.mk.injEq]
    omega
  · intro p hp
    obtain ⟨⟨x, y, z⟩, rfl⟩ := e.surjective p
    have hp' := (h x y z).1 hp
    rw [Int.abs_eq_natAbs] at hp'
    simp only [Equiv.symm_apply_apply, EmbeddingLike.apply_eq_iff_eq, Prod.mk.injEq]
    omega

/-- Lengthening the edge from `n` to `n + 1` atoms adds `(n + 1)² + n²` atoms. -/
theorem card_octahedron_succ (n : ℕ) :
    (octahedron (n + 1)).card = (octahedron n).card + (n + 1) ^ 2 + n ^ 2 := by
  have s1 := card_split (octahedron (n + 1)) (fun p => (p.1, p.2.1, p.2.2 - 1) ∈ octahedron n)
  have s2 := card_split ((octahedron (n + 1)).filter
    fun p => ¬ ((p.1, p.2.1, p.2.2 - 1) ∈ octahedron n)) (fun p => 0 ≤ p.1)
  -- the smaller octahedron, raised by one layer, sits inside the larger one
  have hA : ((octahedron (n + 1)).filter
      fun p => (p.1, p.2.1, p.2.2 - 1) ∈ octahedron n).card = (octahedron n).card := by
    refine card_bij' (fun p _ => (p.1, p.2.1, p.2.2 - 1))
      (fun p _ => (p.1, p.2.1, p.2.2 + 1)) ?_ ?_ ?_ ?_
    · intro p hp
      exact (mem_filter.1 hp).2
    · rintro ⟨x, y, z⟩ hp
      have hp' := hp
      simp only [mem_octahedron, Int.abs_eq_natAbs] at hp'
      simp only [mem_filter, mem_octahedron, Int.abs_eq_natAbs]
      omega
    · intro p _
      simp
    · intro p _
      simp
  -- the rest is the lower half of the surface: two facet pairs, of edge n + 1 and n
  rw [s1, s2, hA, card_facet_pair (n + 1) _ ⟨fun p => (p.1, p.2.2, -p.2.1),
      fun p => (p.1, -p.2.2, p.2.1), fun p => by simp, fun p => by simp⟩ ?_,
    card_facet_pair n _ ⟨fun p => (-1 - p.1, p.2.2, -p.2.1),
      fun p => (-1 - p.1, -p.2.2, p.2.1), fun p => by simp, fun p => by simp⟩ ?_]
  · ring
  all_goals
    intro x y z
    simp only [mem_filter, Equiv.coe_fn_mk, mem_octahedron, Int.abs_eq_natAbs]
    omega

end CardOctahedronSucc
```

The error:

```
Try this:
  [apply] ring_nf
  
  The `ring` tactic failed to close the goal. Use `ring_nf` to obtain a normal form.
    
  Note that `ring` works primarily in *commutative* rings. If you have a noncommutative ring, abelian group or module, consider using `noncomm_ring`, `abel` or `module` instead.
Main.lean:95:2: error: unsolved goals
n : ℕ
s1 :
  #(octahedron (n + 1)) =
    #({p ∈ octahedron (n + 1) | (p.1, p.2.1, p.2.2 - 1) ∈ octahedron n}) +
      #({p ∈ octahedron (n + 1) | (p.1, p.2.1, p.2.2 - 1) ∉ octahedron n})
s2 :
  #({p ∈ octahedron (n + 1) | (p.1, p.2.1, p.2.2 - 1) ∉ octahedron n}) =
    #({p ∈ {p ∈ octahedron (n + 1) | (p.1, p.2.1, p.2.2 - 1) ∉ octahedron n} | 0 ≤ p.1}) +
      #({p ∈ {p ∈ octahedron (n + 1) | (p.1, p.2.1, p.2.2 - 1) ∉ octahedron n} | ¬0 ≤ p.1})
hA : #({p ∈ octahedron (n + 1) | (p.1, p.2.1, p.2.2 - 1) ∈ octahedron n}) = #(octahedron n)
⊢ 1 + n * 2 + n ^ 2 * 2 + #({x ∈ {p ∈ octahedron (n + 1) | (p.1, p.2.1, p.2.2 - 1) ∉ octahedron n} | ¬0 ≤ x.1}) =
    2 + n * 4 + n ^ 2 * 3
Main.lean:99:4: error: omega could not prove the goal:
a possible counterexample may satisfy the constraints
  f ≤ 0
  f ≥ 0
  e ≥ 0
  d ≤ -1
  d - e + 2*f ≤ -1
  c ≥ 0
  b ≥ 0
  a ≥ 0
  a + b ≥ 0
  a + b + c ≥ 0
where
 a := ↑(#({p ∈ {p ∈ octahedron (n + 1) | (p.1, p.2.1, p.2.2 - 1) ∉ octahedron n} | 0 ≤ p.1}))
 b := ↑(#({p ∈ {p ∈ octahedron (n + 1) | (p.1, p.2.1, p.2.2 - 1) ∉ octahedron n} | ¬0 ≤ p.1}))
 c := ↑(#(octahedron n))
 d := x
 e := z
 f := (-1 - x + z + -y - (↑(n + 1) - 1)) / 2
Main.lean:99:4: error: omega could not prove the goal:
a possible counterexample may satisfy the constraints
  g ≤ 0
  f ≤ -1
  e ≥ 0
  d ≥ 0
  d + e - f - 2*g ≥ -1
  c ≥ 0
  b ≥ 0
  a ≥ 0
  a + b ≥ 0
  a + b + c ≥ 0
where
 a := ↑(#({p ∈ {p ∈ octahedron (n + 1) | (p.1, p.2.1, p.2.2 - 1) ∉ octahedron n} | 0 ≤ p.1}))
 b := ↑(#({p ∈ {p ∈ octahedron (n + 1) | (p.1, p.2.1, p.2.2 - 1) ∉ octahedron n} | ¬0 ≤ p.1}))
 c := ↑(#(octahedron n))
 d := x
 e := z
 f := y
 g := (x + z + -y - (↑n - 1)) / 2
```

The repair, with which the file compiles:

```diff
@@ -89,13 +89,20 @@
       simp
   -- the rest is the lower half of the surface: two facet pairs, of edge n + 1 and n
-  rw [s1, s2, hA, card_facet_pair (n + 1) _ ⟨fun p => (p.1, p.2.2, -p.2.1),
-      fun p => (p.1, -p.2.2, p.2.1), fun p => by simp, fun p => by simp⟩ ?_,
-    card_facet_pair n _ ⟨fun p => (-1 - p.1, p.2.2, -p.2.1),
-      fun p => (-1 - p.1, -p.2.2, p.2.1), fun p => by simp, fun p => by simp⟩ ?_]
-  · ring
-  all_goals
-    intro x y z
+  have hB : (((octahedron (n + 1)).filter
+      fun p => ¬ ((p.1, p.2.1, p.2.2 - 1) ∈ octahedron n)).filter
+      fun p => 0 ≤ p.1).card = (n + 1) ^ 2 := by
+    refine card_facet_pair (n + 1) _ ⟨fun p => (p.1, p.2.2, -p.2.1),
+      fun p => (p.1, -p.2.2, p.2.1), fun p => by simp, fun p => by simp⟩ (fun x y z => ?_)
     simp only [mem_filter, Equiv.coe_fn_mk, mem_octahedron, Int.abs_eq_natAbs]
     omega
+  have hC : (((octahedron (n + 1)).filter
+      fun p => ¬ ((p.1, p.2.1, p.2.2 - 1) ∈ octahedron n)).filter
+      fun p => ¬ 0 ≤ p.1).card = n ^ 2 := by
+    refine card_facet_pair n _ ⟨fun p => (-1 - p.1, p.2.2, -p.2.1),
+      fun p => (-1 - p.1, -p.2.2, p.2.1), fun p => by simp, fun p => by simp⟩ (fun x y z => ?_)
+    simp only [mem_filter, Equiv.coe_fn_mk, mem_octahedron, Int.abs_eq_natAbs]
+    omega
+  rw [s1, s2, hA, hB, hC]
+  ring
 
 end CardOctahedronSucc
```

Cause. All three errors come from the `_` given to `card_facet_pair` for the set `S` inside `rw`. With `S` open, the left side `S.card` fits the size of any set of sites, and `rw` takes the first it meets. That was `octahedron n`, which became (n + 1)² on both sides of the goal. The second use then took the part with `0 ≤ p.1`, meant for the first, and turned it into n².

So the part with `¬0 ≤ p.1` was never counted, and its size is still there in the goal `ring` could not close. The two `omega` errors are the membership conditions for the mismatched sets. Both are false, so no arithmetic could prove them: the second message, for instance, is about `octahedron n`, whose sites have |x| + |y| + |z| ≤ n − 1, while the facets asked for have a sum of n.

The repair states the two counts first, as `hB` and `hC`, with each set written out. The stated equation now fixes `S`, the same `simp only` and `omega` steps prove the conditions, and `rw` with `hB` and `hC` replaces the intended sizes, leaving an identity that `ring` closes.
